# Composing a propagator with nonzero real weights that sum to 1 multiplies its leading error by \(\sum_i w_i^{n+1}\)

## Can substeps of different lengths cancel the time-step error?

In an imaginary-time path integral I replace \(e^{hH}\), where \(H\) is minus the Hamiltonian, by a short-time propagator \(S(h)\), such as a symmetric Trotter splitting. Its error starts at \(h^{n+1}\) with some operator coefficient \(C\). If I split one step into \(S(w_1h)\cdots S(w_rh)\) with \(\sum_i w_i=1\), the new coefficient should be \(\left(\sum_i w_i^{n+1}\right)C\), even though nothing need commute. I'd like to see this made rigorous and machine-checked, including what it says about negative substeps.

## Each substep contributes \(w_i^{n+1}C\)

Write the assumption as
\[
R(h)=\frac{S(h)-e^{hH}}{h^{n+1}}\to C\qquad(h\to0,\ h\ne0).
\]

For a substep of relative length \(a\neq0\),
\[
\frac{S(ah)-e^{ahH}}{h^{n+1}}=a^{n+1}R(ah)\to a^{n+1}C .
\]
Also, \(S(h)=e^{hH}+h^{n+1}R(h)\to1\).

For this product rule only, let \(S\) and \(T\) be any two propagators that approximate \(E=e^{ahH}\) and \(E'=e^{bhH}\) with leading errors \(C\) and \(D\). Since \(aH\) and \(bH\) commute, \(EE'=e^{(a+b)hH}\), and
\[
ST-EE'=(S-E)T+E(T-E').
\]
Divide by \(h^{n+1}\). Because \(T\to1\) and \(E\to1\), the limit is \(C+D\). The order of the factors is kept throughout.

The empty product is 1 and has zero error for total time 0. Adding one substep at a time gives total time \(\sum_i w_i\) and leading error \(\left(\sum_i w_i^{n+1}\right)C\). Setting \(\sum_i w_i=1\) gives the claim.

If \(C\ne0\), cancellation therefore means \(\sum_i w_i^{n+1}=0\). For odd \(n\), every term is positive; the same holds if every weight is positive. Cancellation thus needs even \(n\) and a negative weight. For even \(n\neq0\), take \(k^{n+1}=2\) and weights \(1/(2-k),\,-k/(2-k),\,1/(2-k)\). They sum to 1, and
\[
\sum_i w_i^{n+1}=\frac{2-k^{n+1}}{(2-k)^{n+1}}=0 .
\]

## What the Lean statements say

The algebra `𝔸` is a complete normed real algebra. Complex matrices with a submultiplicative norm qualify, so real time fits too, with \(-i/\hbar\) absorbed into `H`. Unbounded operators, such as the kinetic energy in continuous space, are not covered.

`HasLeadingError S H n C` is the limit above, and `composed S w h` is the product in list order. `composed_leading_error` assumes that limit, nonzero weights and `w.sum = 1`; it allows every natural `n`, including 0. The existence of the limit is assumed, not derived for a particular splitting, but `hasLeadingError_witness` shows that every `H`, `n` and `C` occurs.

A leading error of 0 means that the error is \(o(h^{n+1})\); it does not fix the next order. The statements concern one composed step, not the error accumulated over many.

The filter `𝓝[≠] 0` excludes \(h=0\), and writing `𝓝 0` instead would spoil the definition: Lean sets \(0^{-1}=0\), so the quotient vanishes at \(h=0\) and the limit would force \(C=0\).

The weights must be nonzero because \(S(0)\) is unconstrained. In \(\mathbb R\), take \(H=C=0\), \(S(h)=1\) for \(h\ne0\), and \(S(0)=2\). With weights \(1,0\) the product is 2 instead of 1, and its error divided by \(h^{n+1}\) has no finite limit.

```lean
import Mathlib

open Filter Topology

namespace ComposedPropagators

variable {𝔸 : Type*} [NormedRing 𝔸] [NormedAlgebra ℝ 𝔸]

/-- The short-time propagator `S` has leading error `C` at order `h ^ (n + 1)`:
`(S h - exp (h H)) / h ^ (n + 1)` tends to `C` as the nonzero step `h` tends to zero. -/
def HasLeadingError (S : ℝ → 𝔸) (H : 𝔸) (n : ℕ) (C : 𝔸) : Prop :=
  Tendsto (fun h : ℝ => (h ^ (n + 1))⁻¹ • (S h - NormedSpace.exp (h • H))) (𝓝[≠] 0) (𝓝 C)

/-- The ordered product of the propagators `S (a h)`, with `a` running through the weights `w`. -/
def composed (S : ℝ → 𝔸) (w : List ℝ) (h : ℝ) : 𝔸 :=
  (w.map fun a => S (a * h)).prod

/-- For every generator `H`, order `n` and element `C`, the propagator
`exp (h H) + h ^ (n + 1) C` has leading error `C`. -/
theorem hasLeadingError_witness (H C : 𝔸) (n : ℕ) :
    HasLeadingError (fun h => NormedSpace.exp (h • H) + h ^ (n + 1) • C) H n C := by
  unfold HasLeadingError
  refine tendsto_const_nhds.congr' ?_
  filter_upwards [self_mem_nhdsWithin] with h hh
  have hp : h ^ (n + 1) ≠ 0 := pow_ne_zero _ hh
  rw [add_sub_cancel_left, inv_smul_smul₀ hp]

/-- Rescaling the time step by a nonzero factor `a` replaces the generator `H` by `a H` and
multiplies the leading error by `a ^ (n + 1)`. -/
theorem HasLeadingError.rescale {S : ℝ → 𝔸} {H C : 𝔸} {n : ℕ}
    (hS : HasLeadingError S H n C) {a : ℝ} (ha : a ≠ 0) :
    HasLeadingError (fun h => S (a * h)) (a • H) n (a ^ (n + 1) • C) := by
  unfold HasLeadingError at hS ⊢
  have ht : Tendsto (fun h : ℝ => a * h) (𝓝[≠] 0) (𝓝[≠] 0) := by
    refine tendsto_nhdsWithin_iff.2 ⟨?_, ?_⟩
    · have hc : Continuous fun h : ℝ => a * h := continuous_const.mul continuous_id
      have h0 := (hc.tendsto 0).mono_left (nhdsWithin_le_nhds (s := {0}ᶜ))
      simpa only [mul_zero] using h0
    · filter_upwards [self_mem_nhdsWithin] with h hh
      exact mul_ne_zero ha hh
  refine ((hS.comp ht).const_smul (a ^ (n + 1))).congr fun h => ?_
  show a ^ (n + 1) • (((a * h) ^ (n + 1))⁻¹ • (S (a * h) - NormedSpace.exp ((a * h) • H)))
    = (h ^ (n + 1))⁻¹ • (S (a * h) - NormedSpace.exp (h • a • H))
  have hk : a ^ (n + 1) * ((a * h) ^ (n + 1))⁻¹ = (h ^ (n + 1))⁻¹ := by
    rw [mul_pow, mul_inv, ← mul_assoc, mul_inv_cancel₀ (pow_ne_zero _ ha), one_mul]
  rw [smul_smul, hk, smul_smul, mul_comm h a]

variable [CompleteSpace 𝔸]

private lemma exp_split (H : 𝔸) (a b h : ℝ) :
    NormedSpace.exp (h • (a + b) • H)
      = NormedSpace.exp (h • a • H) * NormedSpace.exp (h • b • H) := by
  let : NormedAlgebra ℚ 𝔸 := NormedAlgebra.restrictScalars ℚ ℝ 𝔸
  have hc : Commute (h • a • H) (h • b • H) := by
    simp only [smul_smul]
    exact ((Commute.refl H).smul_left _).smul_right _
  rw [add_smul, smul_add, NormedSpace.exp_add_of_commute hc]

private lemma exp_tendsto (H : 𝔸) :
    Tendsto (fun h : ℝ => NormedSpace.exp (h • H)) (𝓝[≠] 0) (𝓝 1) := by
  let : NormedAlgebra ℚ 𝔸 := NormedAlgebra.restrictScalars ℚ ℝ 𝔸
  have hc : Continuous fun h : ℝ => NormedSpace.exp (h • H) :=
    NormedSpace.exp_continuous.comp (continuous_id.smul continuous_const)
  have h0 := (hc.tendsto 0).mono_left (nhdsWithin_le_nhds (s := {0}ᶜ))
  simpa only [zero_smul, NormedSpace.exp_zero] using h0

/-- A propagator with a leading error tends to the identity as the nonzero time step
tends to zero. -/
theorem HasLeadingError.tendsto_one {S : ℝ → 𝔸} {H C : 𝔸} {n : ℕ}
    (hS : HasLeadingError S H n C) : Tendsto S (𝓝[≠] 0) (𝓝 1) := by
  unfold HasLeadingError at hS
  have hp : Tendsto (fun h : ℝ => h ^ (n + 1)) (𝓝[≠] 0) (𝓝 0) := by
    have hc : Continuous fun h : ℝ => h ^ (n + 1) := continuous_id.pow _
    have h0 := (hc.tendsto 0).mono_left (nhdsWithin_le_nhds (s := {0}ᶜ))
    simpa only [zero_pow (Nat.succ_ne_zero n)] using h0
  have hsum := (hp.smul hS).add (exp_tendsto H)
  rw [zero_smul, zero_add] at hsum
  refine hsum.congr' ?_
  filter_upwards [self_mem_nhdsWithin] with h hh
  have hne : h ^ (n + 1) ≠ 0 := pow_ne_zero _ hh
  rw [smul_inv_smul₀ hne, sub_add_cancel]

/-- Leading errors of the same order add when two propagators, for the generators `a H` and
`b H`, are applied in succession. -/
theorem HasLeadingError.mul {S T : ℝ → 𝔸} {H C D : 𝔸} {n : ℕ} {a b : ℝ}
    (hS : HasLeadingError S (a • H) n C) (hT : HasLeadingError T (b • H) n D) :
    HasLeadingError (fun h => S h * T h) ((a + b) • H) n (C + D) := by
  have hT1 := hT.tendsto_one
  unfold HasLeadingError at hS hT ⊢
  have hsum := (hS.mul hT1).add ((exp_tendsto (a • H)).mul hT)
  rw [mul_one, one_mul] at hsum
  refine hsum.congr fun h => ?_
  -- telescoping: S T - E E' = (S - E) T + E (T - E')
  rw [exp_split, smul_mul_assoc, mul_smul_comm, ← smul_add]
  congr 1
  noncomm_ring

/-- For nonzero weights of any sum, the composed propagator approximates the evolution generated
by `(∑ wᵢ) H` with leading error `(∑ wᵢ ^ (n + 1)) C`. -/
theorem composed_any_time {S : ℝ → 𝔸} {H C : 𝔸} {n : ℕ} (hS : HasLeadingError S H n C)
    (w : List ℝ) (hw : ∀ a ∈ w, a ≠ 0) :
    HasLeadingError (composed S w) (w.sum • H) n ((w.map fun a => a ^ (n + 1)).sum • C) := by
  induction w with
  | nil => simp [HasLeadingError, composed]
  | cons a w ih =>
    have h1 := (hS.rescale (hw a (by simp))).mul (ih fun b hb => hw b (by simp [hb]))
    have hc : composed S (a :: w) = fun h => S (a * h) * composed S w h := by
      funext h
      simp [composed]
    rw [hc, List.map_cons, List.sum_cons, List.sum_cons, add_smul _ _ C]
    exact h1

/-- Main theorem: if `S` has leading error `C` at order `h ^ (n + 1)` and the nonzero weights sum
to one, the ordered product of the `S (wᵢ h)` has leading error `(∑ wᵢ ^ (n + 1)) C`. -/
theorem composed_leading_error {S : ℝ → 𝔸} {H C : 𝔸} {n : ℕ} (hS : HasLeadingError S H n C)
    (w : List ℝ) (hw : ∀ a ∈ w, a ≠ 0) (hsum : w.sum = 1) :
    HasLeadingError (composed S w) H n ((w.map fun a => a ^ (n + 1)).sum • C) := by
  have h1 := composed_any_time hS w hw
  rw [hsum, one_smul] at h1
  exact h1

/-- When `C` is nonzero and the weights are nonzero and sum to one, the composition cancels the
error at order `h ^ (n + 1)` exactly when the weights satisfy `∑ wᵢ ^ (n + 1) = 0`. -/
theorem error_cancels_iff {S : ℝ → 𝔸} {H C : 𝔸} {n : ℕ} (hS : HasLeadingError S H n C)
    (hC : C ≠ 0) (w : List ℝ) (hw : ∀ a ∈ w, a ≠ 0) (hsum : w.sum = 1) :
    HasLeadingError (composed S w) H n 0 ↔ (w.map fun a => a ^ (n + 1)).sum = 0 := by
  have h1 := composed_leading_error hS w hw hsum
  constructor
  · intro h0
    exact (smul_eq_zero.1 (tendsto_nhds_unique h1 h0)).resolve_right hC
  · intro h0
    rw [h0, zero_smul] at h1
    exact h1

/-- If a composition with nonzero real weights that sum to one cancels a nonzero leading error at
order `h ^ (n + 1)`, then `n` is even and at least one of the weights is negative. -/
theorem cancellation_needs_negative_step {S : ℝ → 𝔸} {H C : 𝔸} {n : ℕ}
    (hS : HasLeadingError S H n C) (hC : C ≠ 0) (w : List ℝ) (hw : ∀ a ∈ w, a ≠ 0)
    (hsum : w.sum = 1) (h0 : HasLeadingError (composed S w) H n 0) :
    Even n ∧ ∃ a ∈ w, a < 0 := by
  have hz := (error_cancels_iff hS hC w hw hsum).1 h0
  have hne : w ≠ [] := by
    rintro rfl
    simp at hsum
  -- the powers of the weights cannot all be positive
  have key : ¬ ∀ a ∈ w, 0 < a ^ (n + 1) := by
    intro hpos
    have hlt : 0 < (w.map fun a => a ^ (n + 1)).sum := by
      refine List.sum_pos _ ?_ (by simpa using hne)
      intro x hx
      obtain ⟨a, ha, rfl⟩ := List.mem_map.1 hx
      exact hpos a ha
    exact hlt.ne' hz
  constructor
  · by_contra hn
    have he : Even (n + 1) := (Nat.not_even_iff_odd.1 hn).add_one
    exact key fun a ha => he.pow_pos (hw a ha)
  · by_contra hn
    push Not at hn
    exact key fun a ha => pow_pos (lt_of_le_of_ne (hn a ha) (hw a ha).symm) _

/-- Triple jump: for even nonzero `n` and `k ^ (n + 1) = 2`, three substeps with weights
`1 / (2 - k)`, `-k / (2 - k)`, `1 / (2 - k)` cancel the error at order `h ^ (n + 1)`. -/
theorem triple_jump {S : ℝ → 𝔸} {H C : 𝔸} {n : ℕ} (hS : HasLeadingError S H n C)
    (hn : Even n) (hn0 : n ≠ 0) {k : ℝ} (hk : k ^ (n + 1) = 2) :
    HasLeadingError (composed S [1 / (2 - k), -k / (2 - k), 1 / (2 - k)]) H n 0 := by
  have hk0 : k ≠ 0 := by
    rintro rfl
    simp at hk
  have h2 : 2 - k ≠ 0 := by
    intro h
    have hk2 : k = 2 := by linarith
    have hlt : (1 : ℝ) < 2 ^ n := one_lt_pow₀ (by norm_num) hn0
    rw [hk2, pow_succ] at hk
    linarith
  have h1 := composed_leading_error hS [1 / (2 - k), -k / (2 - k), 1 / (2 - k)]
    (by
      intro a ha
      simp only [List.mem_cons, List.not_mem_nil, or_false] at ha
      rcases ha with h | h | h <;> rw [h]
      · exact one_div_ne_zero h2
      · exact div_ne_zero (neg_ne_zero.2 hk0) h2
      · exact one_div_ne_zero h2)
    (by
      have hs : 1 / (2 - k) + (-k / (2 - k) + (1 / (2 - k) + 0)) = (2 - k) / (2 - k) := by ring
      simp only [List.sum_cons, List.sum_nil]
      rw [hs, div_self h2])
  -- the middle backward step cancels the error of the two outer ones
  have hz : ([1 / (2 - k), -k / (2 - k), 1 / (2 - k)].map fun a => a ^ (n + 1)).sum = 0 := by
    simp only [List.map_cons, List.map_nil, List.sum_cons, List.sum_nil, div_pow, one_pow,
      hn.add_one.neg_pow, hk]
    generalize (2 - k) ^ (n + 1) = X
    ring
  rw [hz, zero_smul] at h1
  exact h1

end ComposedPropagators
```

```lean
#print axioms ComposedPropagators.composed_leading_error
#print axioms ComposedPropagators.cancellation_needs_negative_step
#print axioms ComposedPropagators.triple_jump
```

```
'ComposedPropagators.composed_leading_error' depends on axioms: [propext, Classical.choice, Quot.sound]
'ComposedPropagators.cancellation_needs_negative_step' depends on axioms: [propext, Classical.choice, Quot.sound]
'ComposedPropagators.triple_jump' depends on axioms: [propext, Classical.choice, Quot.sound]
```

## How the proof follows the calculation

`HasLeadingError.rescale` composes the assumed limit with \(h\mapsto ah\), which keeps nonzero steps nonzero. `HasLeadingError.tendsto_one` rebuilds \(S\) from its exponential and its error.

In `HasLeadingError.mul`, `exp_split` factors the exponential and `exp_tendsto` supplies \(E\to1\). The limits are combined first; `noncomm_ring` then checks the telescoping identity without commuting factors. `composed_any_time` is the induction over the list, and `composed_leading_error` sets its total time to 1.

`error_cancels_iff` uses uniqueness of limits. `cancellation_needs_negative_step` applies `List.sum_pos` to rule out a sum of positive powers, and `triple_jump` checks the three weights, including \(k\ne0\) and \(k\ne2\).

For finite-matrix models of imaginary-time path integrals, this means that composing one propagator with nonzero real weights that sum to 1 can remove a nonzero leading error only by including a substep of negative weight, which runs backwards relative to the full step.
